# Genealogical spin vectors are orthonormal at each allowed projection

Three unpaired electrons can be coupled to total spin 1/2 in two ways: the first two form either a singlet or a triplet, and the third is then added. With more open shells the number of such coupling histories grows. For each allowed spin projection, a history gives a vector of coefficients over strings of up and down spins. Are vectors with different histories orthogonal, and is each normalised?

## Overlaps of coupling paths

Number the spins $k=0,\ldots,N-1$. A path has steps $t_k=\pm\tfrac12$ and cumulative spins $S_k=\sum_{j\le k}t_j\ge0$. A spin string has entries $s_k=\pm\tfrac12$ and partial sums $M_k=\sum_{j\le k}s_j$. Write $S(t)$ and $M(s)$ for the totals, both zero when $N=0$. The amplitude of string $s$ in path $t$ is a product over $k$ of

$$
\sqrt{\frac{S_k+2s_kM_k}{2S_k}}\quad\text{(up step)},\qquad
-2s_k\sqrt{\frac{S_k+1-2s_kM_k}{2S_k+2}}\quad\text{(down step)}.
$$

The vector $v_{t,M}$ has these amplitudes on strings with $M(s)=M$ and zeros elsewhere. For two paths $t,u$ with $|M|\le S(t)$, $|M|\le S(u)$ and $2M$ of the same parity as $N$,

$$
v_{t,M}\cdot v_{u,M}=\delta_{tu}.
$$

The final spins of $t$ and $u$ may differ.

## Moving between spin-adapted and determinant coefficients

A code can use these amplitudes to expand the open-shell spin part of a configuration in determinants. Orthonormality means that the expansion preserves the norm, and that a dot product with $v_{t,M}$ recovers the coefficient of path $t$. This applies to the spin factor of a fixed set of singly occupied orbitals; determinant ordering signs and doubly occupied orbitals need separate treatment.

One numerical detail matters. A string can leave the range $|M_k|\le S_k$ and return to it later. The factor at the exit is zero, but a later radicand may be negative. Lean's real square root returns zero there, whereas floating-point code may produce NaN, so the product should stop at its first zero factor.

## Removing the last spin

Let $t$ consist of a parent path $p$ and a last step $a$, and let $u$ consist of $q$ and $c$. Let $b=\pm\tfrac12$ be the last spin of the string. Write $C_{ab}(S',M)$ for the factor above with new spin $S'$ and new projection $M$. Since the earlier factors are unchanged,

$$
v_{t,M}(s,b)=C_{ab}(S(p)+a,M)\,v_{p,M-b}(s).
$$

Summing over strings gives

$$
v_{t,M}\cdot v_{u,M}=\sum_b C_{ab}(S(p)+a,M)\,C_{cb}(S(q)+c,M)\;v_{p,M-b}\cdot v_{q,M-b}.
$$

**Parent projections out of range.** Let $S=S(p)$ and suppose $|M-b|>S$. After a down step, $|M|\le S-\tfrac12$ gives $|M-b|\le S$, a contradiction. After an up step, parity forces $|M-b|\ge S+1$, while $|M|\le S+\tfrac12$ gives $|M-b|\le S+1$. Hence $M=-2b(S+\tfrac12)$, the numerator $S+\tfrac12+2bM$ is zero, and the term vanishes. The same holds for $q$.

**Different parents.** In the remaining terms the induction hypothesis applies. If $p\ne q$, every parent overlap is zero, and so is the sum.

**Equal parents.** If $p=q$, the parent overlaps can be replaced by one, because the coefficients vanish wherever the hypothesis does not apply. Set

$$
x=\sqrt{\frac{S+\frac12+M}{2S+1}},\qquad y=\sqrt{\frac{S+\frac12-M}{2S+1}}.
$$

For $b$ up and down respectively, an up step has coefficients $(x,y)$ and a down step $(-y,x)$. Since $|M|\le S+\tfrac12$, both radicands are nonnegative and $x^2+y^2=1$. The two rows are therefore orthonormal, which gives $\delta_{ac}$.

**Smallest cases.** For $N=0$ there is one empty string with amplitude one, which starts the induction. For $N=2$ and $M=0$, the path up-down has amplitudes $\sqrt{1/2}$ on up-down and $-\sqrt{1/2}$ on down-up: the singlet. The path up-up has $\sqrt{1/2}$ on both, so the overlap is zero.

## Boolean paths, doubled integers and the Lean induction

Paths and strings are both functions `Fin N → Bool`, with `true` for $+\tfrac12$. The integers `twicePartial` and `twiceTotal` hold doubled sums, and `m` is $2M$. `IsSpinPath` says that no cumulative spin is negative, and `⬝ᵥ` is the real dot product over all $2^N$ strings.

`partial_addStep` tracks the sums when a step is appended, and `total_parity` supplies their parity. `vector_addStep` is the recursion. `coupling_eq_zero` removes the out-of-range terms, with `omega` settling the integer inequalities. `coupling_orthonormal` reduces the four coefficients to $x$ and $y$; its `linear_combination` adds their squares.

In `genealogical_orthonormal`, `hsplit` separates the sum by last spin, `key` replaces the parent overlaps by $\delta_{pq}$, and the final case split treats equal and different parents.

```lean
import Mathlib

open Matrix

namespace GenealogicalSpin

noncomputable section

/-- Twice a step of one half: `+1` for `true` (up) and `-1` for `false` (down). -/
def sgn : Bool → ℤ
  | true => 1
  | false => -1

/-- Twice the partial sum up to and including position `k`: this is `2 S_k` for a path
and `2 M_k` for a spin string. -/
def twicePartial {N : ℕ} (t : Fin N → Bool) (k : Fin N) : ℤ :=
  ∑ j : Fin N, if (j : ℕ) ≤ (k : ℕ) then sgn (t j) else 0

/-- Twice the sum of all steps: `2 S(t)` for a path `t` and `2 M(s)` for a spin string `s`. -/
def twiceTotal {N : ℕ} (t : Fin N → Bool) : ℤ := ∑ j, sgn (t j)

/-- A path of cumulative spins is admissible if no `S_k` is negative. -/
def IsSpinPath {N : ℕ} (t : Fin N → Bool) : Prop := ∀ k, 0 ≤ twicePartial t k

/-- The coefficient for coupling one more spin, with new total spin `S` and new projection `M`.
The first argument is the step of the path, the second the added spin; the domain is
`S > 0` for an up step and `S ≥ 0` for a down step. -/
def couplingCoeff : Bool → Bool → ℝ → ℝ → ℝ
  | true, b, S, M => √((S + (sgn b : ℝ) * M) / (2 * S))
  | false, b, S, M => -(sgn b : ℝ) * √((S + 1 - (sgn b : ℝ) * M) / (2 * S + 2))

/-- The product of the coupling coefficients of path `t` along the spin string `s`. -/
def amplitude {N : ℕ} (t s : Fin N → Bool) : ℝ :=
  ∏ k, couplingCoeff (t k) (s k) ((twicePartial t k : ℝ) / 2) ((twicePartial s k : ℝ) / 2)

/-- The genealogical vector of path `t` with projection `M = m / 2`, in the basis of
spin strings. -/
def genealogicalVector {N : ℕ} (t : Fin N → Bool) (m : ℤ) (s : Fin N → Bool) : ℝ :=
  if twiceTotal s = m then amplitude t s else 0

/-- Append one step to a path, or one spin to a string. -/
def addStep {n : ℕ} (p : Fin n → Bool) (a : Bool) : Fin (n + 1) → Bool :=
  Fin.snoc (α := fun _ => Bool) p a

/-- Appending a step keeps the earlier partial sums and adds the step to the total. -/
theorem partial_addStep {n : ℕ} (p : Fin n → Bool) (a : Bool) :
    (∀ k : Fin n, twicePartial (addStep p a) k.castSucc = twicePartial p k) ∧
    twicePartial (addStep p a) (Fin.last n) = twiceTotal p + sgn a ∧
    twiceTotal (addStep p a) = twiceTotal p + sgn a := by
  have htot : twiceTotal (addStep p a) = twiceTotal p + sgn a := by
    simp [twiceTotal, addStep, Fin.sum_univ_castSucc]
  refine ⟨fun k => ?_, ?_, htot⟩
  · simp [twicePartial, addStep, Fin.sum_univ_castSucc, not_le_of_gt k.isLt]
  · rw [← htot]
    exact Finset.sum_congr rfl fun j _ => if_pos (Fin.le_last j)

/-- Twice the total of `N` half-integer steps has the parity of `N`. -/
theorem total_parity {N : ℕ} (t : Fin N → Bool) : Even (twiceTotal t + N) := by
  induction N with
  | zero => simp [twiceTotal]
  | succ n ih =>
    have ht : t = addStep (Fin.init t) (t (Fin.last n)) := (Fin.snoc_init_self t).symm
    have h := ih (Fin.init t)
    rw [ht, (partial_addStep _ _).2.2]
    rw [Int.even_iff] at h ⊢
    have h1 : sgn true = 1 := rfl
    have h2 : sgn false = -1 := rfl
    cases t (Fin.last n) <;> push_cast <;> omega

/-- For previous spin `S ≥ 0` and new projection `abs M ≤ S + 1/2`, the coefficients of the
up and down steps are orthonormal when summed over the added spin. -/
theorem coupling_orthonormal (a c : Bool) {S M : ℝ} (hS : 0 ≤ S) (hM : |M| ≤ S + 1 / 2) :
    couplingCoeff a true (S + (sgn a : ℝ) / 2) M * couplingCoeff c true (S + (sgn c : ℝ) / 2) M
    + couplingCoeff a false (S + (sgn a : ℝ) / 2) M
      * couplingCoeff c false (S + (sgn c : ℝ) / 2) M = if a = c then 1 else 0 := by
  have ht : (sgn true : ℝ) = 1 := by simp [sgn]
  have hf : (sgn false : ℝ) = -1 := by simp [sgn]
  have d1 : 2 * (S + 1 / 2) = 2 * S + 1 := by ring
  have d2 : 2 * (S + (-1) / 2) + 2 = 2 * S + 1 := by ring
  have d3 : S + (-1) / 2 + 1 = S + 1 / 2 := by ring
  -- only two different square roots occur
  have e1 : couplingCoeff true true (S + (sgn true : ℝ) / 2) M
      = √((S + 1 / 2 + M) / (2 * S + 1)) := by
    rw [couplingCoeff, ht, one_mul, d1]
  have e2 : couplingCoeff true false (S + (sgn true : ℝ) / 2) M
      = √((S + 1 / 2 - M) / (2 * S + 1)) := by
    rw [couplingCoeff, ht, hf, neg_one_mul, ← sub_eq_add_neg, d1]
  have e3 : couplingCoeff false true (S + (sgn false : ℝ) / 2) M
      = -√((S + 1 / 2 - M) / (2 * S + 1)) := by
    rw [couplingCoeff, ht, hf, one_mul, neg_one_mul, d3, d2]
  have e4 : couplingCoeff false false (S + (sgn false : ℝ) / 2) M
      = √((S + 1 / 2 + M) / (2 * S + 1)) := by
    rw [couplingCoeff, hf, neg_neg, one_mul, neg_one_mul, sub_neg_eq_add, d3, d2]
  obtain ⟨hl, hr⟩ := abs_le.mp hM
  have sx := Real.mul_self_sqrt
    (div_nonneg (by linarith) (by linarith) : 0 ≤ (S + 1 / 2 + M) / (2 * S + 1))
  have sy := Real.mul_self_sqrt
    (div_nonneg (by linarith) (by linarith) : 0 ≤ (S + 1 / 2 - M) / (2 * S + 1))
  have hsum : (S + 1 / 2 + M) / (2 * S + 1) + (S + 1 / 2 - M) / (2 * S + 1) = 1 := by
    rw [← add_div, div_eq_one_iff_eq (by linarith)]
    ring
  cases a <;> cases c
  · rw [e3, e4, if_pos rfl]
    linear_combination sx + sy + hsum
  · rw [e3, e4, e1, e2, if_neg (by decide)]
    ring
  · rw [e3, e4, e1, e2, if_neg (by decide)]
    ring
  · rw [e1, e2, if_pos rfl]
    linear_combination sx + sy + hsum

/-- Let `P` be twice the previous spin and `m` twice the new projection, so that `m - sgn b` is
twice the previous projection. If `P` and `m - sgn b` have the same parity, the coefficient vanishes
when the new projection is allowed but the previous one exceeds its spin in absolute value. -/
theorem coupling_eq_zero (a b : Bool) {P m : ℤ} (hpar : Even (P + (m - sgn b)))
    (hm : |m| ≤ P + sgn a) (hout : P < |m - sgn b|) :
    couplingCoeff a b ((P : ℝ) / 2 + (sgn a : ℝ) / 2) ((m : ℝ) / 2) = 0 := by
  have h1 : sgn true = 1 := rfl
  have h2 : sgn false = -1 := rfl
  have ht : (sgn true : ℝ) = 1 := by simp [sgn]
  have hf : (sgn false : ℝ) = -1 := by simp [sgn]
  obtain ⟨hl, hr⟩ := abs_le.mp hm
  have ho := lt_abs.mp hout
  rw [Int.even_iff] at hpar
  cases a
  · exfalso
    cases b <;> omega
  · -- the new projection is extremal and the added spin points against it
    have hn : (P : ℝ) / 2 + (sgn true : ℝ) / 2 + (sgn b : ℝ) * ((m : ℝ) / 2) = 0 := by
      cases b
      · have e : m = P + 1 := by omega
        rw [ht, hf, e]
        push_cast
        ring
      · have e : m = -(P + 1) := by omega
        rw [ht, e]
        push_cast
        ring
    rw [couplingCoeff, hn, zero_div, Real.sqrt_zero]

/-- The genealogical recursion: a component for `n + 1` spins is a coupling coefficient times
a component of the parent vector for `n` spins. -/
theorem vector_addStep {n : ℕ} (p s : Fin n → Bool) (a b : Bool) (m : ℤ) :
    genealogicalVector (addStep p a) m (addStep s b) =
      couplingCoeff a b ((twiceTotal p : ℝ) / 2 + (sgn a : ℝ) / 2) ((m : ℝ) / 2)
        * genealogicalVector p (m - sgn b) s := by
  have hc : ∀ (q : Fin n → Bool) (c : Bool) (k : Fin n), addStep q c k.castSucc = q k := by
    intro q c k
    simp [addStep]
  have hl : ∀ (q : Fin n → Bool) (c : Bool), addStep q c (Fin.last n) = c := by
    intro q c
    simp [addStep]
  have hamp : amplitude (addStep p a) (addStep s b) = amplitude p s *
      couplingCoeff a b ((twiceTotal p : ℝ) / 2 + (sgn a : ℝ) / 2)
        (((twiceTotal s + sgn b : ℤ) : ℝ) / 2) := by
    simp only [amplitude, Fin.prod_univ_castSucc, (partial_addStep _ _).1,
      (partial_addStep _ _).2.1, hc, hl, Int.cast_add, add_div]
  rw [genealogicalVector, genealogicalVector, (partial_addStep _ _).2.2]
  by_cases h : twiceTotal s + sgn b = m
  · rw [if_pos h, if_pos (by omega), hamp, h, mul_comm]
  · rw [if_neg h, if_neg (by omega), mul_zero]

/-- Orthonormality of the genealogical vectors: for admissible paths `t`, `u` of `N` steps and
a projection `M = m / 2` with `abs M` at most both final spins and `m` of the parity of `N`,
the overlap is one if the paths agree and zero otherwise. -/
theorem genealogical_orthonormal {N : ℕ} (t u : Fin N → Bool) (m : ℤ)
    (ht : IsSpinPath t) (hu : IsSpinPath u) (hmt : |m| ≤ twiceTotal t)
    (hmu : |m| ≤ twiceTotal u) (hpar : Even (m + N)) :
    genealogicalVector t m ⬝ᵥ genealogicalVector u m = if t = u then 1 else 0 := by
  induction N generalizing m with
  | zero =>
    have h0 : m = 0 := by simpa [twiceTotal] using hmt
    have htu : t = u := Subsingleton.elim _ _
    subst h0 htu
    simp [dotProduct, genealogicalVector, twiceTotal, amplitude]
  | succ n ih =>
    obtain ⟨p, a, rfl⟩ : ∃ p a, t = addStep p a :=
      ⟨Fin.init t, t (Fin.last n), (Fin.snoc_init_self t).symm⟩
    obtain ⟨q, c, rfl⟩ : ∃ q c, u = addStep q c :=
      ⟨Fin.init u, u (Fin.last n), (Fin.snoc_init_self u).symm⟩
    have hp : IsSpinPath p := fun k => (partial_addStep p a).1 k ▸ ht k.castSucc
    have hq : IsSpinPath q := fun k => (partial_addStep q c).1 k ▸ hu k.castSucc
    rw [(partial_addStep _ _).2.2] at hmt hmu
    -- split the sum over strings according to the last spin
    have hsplit : genealogicalVector (addStep p a) m ⬝ᵥ genealogicalVector (addStep q c) m =
        ∑ b : Bool, couplingCoeff a b ((twiceTotal p : ℝ) / 2 + (sgn a : ℝ) / 2) ((m : ℝ) / 2)
          * couplingCoeff c b ((twiceTotal q : ℝ) / 2 + (sgn c : ℝ) / 2) ((m : ℝ) / 2)
          * (genealogicalVector p (m - sgn b) ⬝ᵥ genealogicalVector q (m - sgn b)) := by
      rw [dotProduct, ← (Fin.snocEquiv (fun _ => Bool)).sum_comp, Fintype.sum_prod_type]
      refine Finset.sum_congr rfl fun b _ => ?_
      rw [dotProduct, Finset.mul_sum]
      refine Finset.sum_congr rfl fun s _ => ?_
      change genealogicalVector (addStep p a) m (addStep s b)
        * genealogicalVector (addStep q c) m (addStep s b) = _
      rw [vector_addStep, vector_addStep]
      ring
    -- the parents are orthonormal wherever the coefficients do not vanish
    have key : ∀ b : Bool,
        couplingCoeff a b ((twiceTotal p : ℝ) / 2 + (sgn a : ℝ) / 2) ((m : ℝ) / 2)
          * couplingCoeff c b ((twiceTotal q : ℝ) / 2 + (sgn c : ℝ) / 2) ((m : ℝ) / 2)
          * (genealogicalVector p (m - sgn b) ⬝ᵥ genealogicalVector q (m - sgn b)) =
        couplingCoeff a b ((twiceTotal p : ℝ) / 2 + (sgn a : ℝ) / 2) ((m : ℝ) / 2)
          * couplingCoeff c b ((twiceTotal q : ℝ) / 2 + (sgn c : ℝ) / 2) ((m : ℝ) / 2)
          * (if p = q then 1 else 0) := by
      intro b
      have hb : sgn b = 1 ∨ sgn b = -1 := by cases b <;> simp [sgn]
      have hpar' : Even (m - sgn b + n) := by
        rw [Int.even_iff] at hpar ⊢
        push_cast at hpar
        omega
      have hpp : Even (twiceTotal p + (m - sgn b)) := by
        have h := total_parity p
        rw [Int.even_iff] at h hpar' ⊢
        omega
      have hqq : Even (twiceTotal q + (m - sgn b)) := by
        have h := total_parity q
        rw [Int.even_iff] at h hpar' ⊢
        omega
      by_cases h1 : |m - sgn b| ≤ twiceTotal p
      · by_cases h2 : |m - sgn b| ≤ twiceTotal q
        · congr 1
          apply ih <;> assumption
        · rw [coupling_eq_zero c b hqq hmu (not_le.mp h2)]
          simp
      · rw [coupling_eq_zero a b hpp hmt (not_le.mp h1)]
        simp
    have hinj : addStep p a = addStep q c ↔ p = q ∧ a = c := by
      constructor
      · intro h
        exact ⟨funext fun k => by simpa [addStep] using congrFun h k.castSucc,
          by simpa [addStep] using congrFun h (Fin.last n)⟩
      · rintro ⟨rfl, rfl⟩
        rfl
    rw [hsplit, Fintype.sum_bool, key, key]
    by_cases hpq : p = q
    · subst hpq
      have hac : (if addStep p a = addStep p c then (1 : ℝ) else 0) = if a = c then 1 else 0 :=
        if_congr (by rw [hinj]; simp) rfl rfl
      have hP : 0 ≤ twiceTotal p := by
        cases n with
        | zero => simp [twiceTotal]
        | succ k =>
          have h := hp (Fin.last k)
          have e : twicePartial p (Fin.last k) = twiceTotal p :=
            Finset.sum_congr rfl fun j _ => if_pos (Fin.le_last j)
          rwa [e] at h
      have hP' : (0 : ℝ) ≤ (twiceTotal p : ℝ) := by exact_mod_cast hP
      have ha : sgn a ≤ 1 := by cases a <;> simp [sgn]
      have hM : |(m : ℝ) / 2| ≤ (twiceTotal p : ℝ) / 2 + 1 / 2 := by
        have h : |m| ≤ twiceTotal p + 1 := by linarith
        have h' : |(m : ℝ)| ≤ (twiceTotal p : ℝ) + 1 := by exact_mod_cast h
        obtain ⟨hl, hr⟩ := abs_le.mp h'
        exact abs_le.mpr ⟨by linarith, by linarith⟩
      rw [hac, if_pos (rfl : p = p), mul_one, mul_one]
      exact coupling_orthonormal a c (by linarith) hM
    · rw [if_neg hpq, if_neg (fun h => hpq (hinj.mp h).1)]
      ring

/-- For two electrons, the path up-down with `M = 0` has amplitudes `√(1/2)` and `-√(1/2)` on
the strings up-down and down-up. -/
theorem two_electron_singlet :
    genealogicalVector ![true, false] 0 ![true, false] = √(1 / 2) ∧
    genealogicalVector ![true, false] 0 ![false, true] = -√(1 / 2) := by
  constructor <;>
    norm_num [genealogicalVector, twiceTotal, amplitude, twicePartial, couplingCoeff, sgn,
      Fin.sum_univ_two, Fin.prod_univ_two]

/-- For the two-electron path up-down, with final spin zero, the vector with `M = 1` is zero. -/
theorem singlet_vanishes_at_M_one :
    genealogicalVector ![true, false] 2 = 0 := by
  funext s
  cases h0 : s 0 <;> cases h1 : s 1 <;>
    norm_num [genealogicalVector, twiceTotal, amplitude, twicePartial, couplingCoeff, sgn,
      Fin.sum_univ_two, Fin.prod_univ_two, h0, h1]

end

end GenealogicalSpin
```

```lean
#print axioms GenealogicalSpin.genealogical_orthonormal
#print axioms GenealogicalSpin.two_electron_singlet
#print axioms GenealogicalSpin.singlet_vanishes_at_M_one
```

```
'GenealogicalSpin.genealogical_orthonormal' depends on axioms: [propext, Classical.choice, Quot.sound]
'GenealogicalSpin.two_electron_singlet' depends on axioms: [propext, Classical.choice, Quot.sound]
'GenealogicalSpin.singlet_vanishes_at_M_one' depends on axioms: [propext, Classical.choice, Quot.sound]
```

## Orthonormality without completeness or spin eigenvalues

`genealogical_orthonormal` holds for every finite $N$ and for all pairs of admissible paths satisfying the stated conditions on $M$. The bound on $M$ has a physical meaning: a projection cannot exceed the total spin. `singlet_vanishes_at_M_one` shows what happens without it, since the singlet path at $M=1$ gives the zero vector. With the wrong parity no string has the required total, and the vector is again zero.

The theorem treats $S(t)$ as the endpoint of a path. It does not establish that $v_{t,M}$ is an eigenvector of $\hat S^2$, that the vectors span the space of given $M$, or how unitary group generators act on them. It concerns real numbers, so rounding errors in an implementation still have to be assessed separately.
